# The first-order Schrieffer–Wolff generator for a perturbation that does not couple degenerate levels

To replace the half-filled Hubbard dimer at large interaction by a model of two exchanging spins, one computes a small matrix of second-order energies: two hopping elements multiplied together, divided by the cost of the intermediate configuration, summed over those configurations and taken with a minus sign. The matrix is a block of half the commutator of a generator $S$ with the hopping. The algebra behind this step holds for any Hermitian perturbation on a finite basis of unperturbed eigenstates, provided that it has no diagonal elements in this basis and none between different states of equal unperturbed energy.

## Levels, perturbation and rotation

The basis states carry labels $i,j,k$ from a finite set, which is the type `n` in Lean. Operators are complex matrices indexed by these labels.

```lean
import Mathlib

open Matrix

namespace SchriefferWolffAlgebra

noncomputable section

variable {n : Type*} [Fintype n] [DecidableEq n]
```

The commutator has its usual sign, $[A,B]=AB-BA$.

```lean
/-- The commutator of two matrices. -/
def comm (A B : Matrix n n ℂ) : Matrix n n ℂ := A * B - B * A
```

The unperturbed Hamiltonian is written in its own eigenbasis, $H_0=\mathrm{diag}(E)$. The levels $E_i$ are real by their type, `n → ℝ`, and any of them may coincide.

```lean
/-- The unperturbed Hamiltonian, diagonal with real levels `E`. -/
def H0 (E : n → ℝ) : Matrix n n ℂ := Matrix.diagonal fun i => (E i : ℂ)
```

The perturbation is a matrix $V$. We want a matrix $S$ with $[S,H_0]=-V$, and the candidate is
$$S_{ij}=\frac{V_{ij}}{E_i-E_j}.$$
Lean sets a quotient with denominator zero to zero, so $S$ has no elements between degenerate levels; in the sums below, a vanishing denominator always comes with a vanishing product of matrix elements once $V$ satisfies the degeneracy condition.

```lean
/-- The Schrieffer-Wolff generator: each matrix element of the perturbation divided by
the difference of the two levels it connects. -/
def generator (E : n → ℝ) (V : Matrix n n ℂ) : Matrix n n ℂ :=
  Matrix.of fun i j => V i j / ((E i : ℂ) - (E j : ℂ))
```

With a real coupling strength $t$ the full Hamiltonian is $H_0+tV$. Its rotated form is
$$F(t)=e^{tS}(H_0+tV)e^{-tS}.$$
When $S$ is anti-Hermitian, $e^{tS}$ is unitary and $F(t)$ describes the same system in a rotated basis.

```lean
/-- The Hamiltonian with coupling strength `t`, rotated by the exponential of `t` times
the generator. -/
def rotated (E : n → ℝ) (V : Matrix n n ℂ) (t : ℝ) : Matrix n n ℂ :=
  NormedSpace.exp (t • generator E V) * (H0 E + t • V) *
    NormedSpace.exp (t • (-generator E V))
```

## Removing the perturbation at first order

Since $H_0$ is diagonal, multiplying by it on the right scales columns and multiplying on the left scales rows:
$$[S,H_0]_{ij}=S_{ij}E_j-E_iS_{ij}=-(E_i-E_j)S_{ij}.$$

```lean
/-- Commuting with the unperturbed Hamiltonian multiplies each matrix element by minus
the level difference. -/
theorem comm_H0_apply (E : n → ℝ) (S : Matrix n n ℂ) (i j : n) :
    comm S (H0 E) i j = -(((E i : ℂ) - (E j : ℂ)) * S i j) := by
  simp only [comm, H0, Matrix.sub_apply, Matrix.mul_diagonal, Matrix.diagonal_mul]
  ring
```

Now let $V$ be Hermitian, with $V_{ij}=0$ whenever $E_i=E_j$. The case $i=j$ is included, here and wherever the comments in the code speak of elements between degenerate levels, so $V$ has no diagonal elements; diagonal shifts belong in $H_0$. Physically, the condition says that no level is shifted or split at first order. If $V$ does have elements within a degenerate level, one remedy is to diagonalise it there and include the resulting shifts in $H_0$, provided that this creates no new degeneracy between states that $V$ couples.

Three things follow. Hermiticity gives
$$(S^\dagger)_{ij}=\frac{\overline{V_{ji}}}{E_j-E_i}=\frac{V_{ij}}{E_j-E_i}=-S_{ij}.$$
For $E_i\ne E_j$, the entry formula gives $[S,H_0]_{ij}=-(E_i-E_j)S_{ij}=-V_{ij}$, and for $E_i=E_j$ both sides are zero. Finally,
$$[S,V]_{ij}=\sum_k\left(\frac{V_{ik}V_{kj}}{E_i-E_k}-\frac{V_{ik}V_{kj}}{E_k-E_j}\right)
=\sum_k V_{ik}V_{kj}\left(\frac1{E_i-E_k}+\frac1{E_j-E_k}\right).$$

```lean
/-- For a Hermitian perturbation without elements between degenerate levels, the generator
is anti-Hermitian, removes the perturbation at first order, and its commutator with the
perturbation is a sum over intermediate states with two energy denominators. -/
theorem schrieffer_wolff (E : n → ℝ) (V : Matrix n n ℂ) (hV : V.IsHermitian)
    (hdeg : ∀ i j, E i = E j → V i j = 0) :
    (generator E V)ᴴ = -generator E V ∧
    comm (generator E V) (H0 E) = -V ∧
    ∀ i j, comm (generator E V) V i j =
      ∑ k, V i k * V k j *
        (1 / ((E i : ℂ) - (E k : ℂ)) + 1 / ((E j : ℂ) - (E k : ℂ))) := by
  refine ⟨?_, ?_, ?_⟩
  · ext i j
    have h : star (V j i) = V i j := hV.apply i j
    have h' : (starRingEnd ℂ) (V j i) = V i j := h
    simp only [Matrix.conjTranspose_apply, Matrix.neg_apply, generator, Matrix.of_apply,
      ← starRingEnd_apply, map_div₀, map_sub, Complex.conj_ofReal, h']
    rw [← neg_sub (E i : ℂ) (E j : ℂ), div_neg]
  · ext i j
    rw [comm_H0_apply, Matrix.neg_apply]
    by_cases h : E i = E j
    · -- between degenerate levels both sides vanish
      simp [h, hdeg i j h]
    · have h' : (E i : ℂ) - (E j : ℂ) ≠ 0 :=
        sub_ne_zero.mpr fun hc => h (Complex.ofReal_injective hc)
      simp only [generator, Matrix.of_apply]
      rw [mul_div_cancel₀ _ h']
  · intro i j
    simp only [comm, Matrix.sub_apply, Matrix.mul_apply, generator, Matrix.of_apply]
    rw [← Finset.sum_sub_distrib]
    refine Finset.sum_congr rfl fun k _ => ?_
    rw [← neg_sub (E j : ℂ) (E k : ℂ), div_neg]
    ring
```

The theorem states these results as a conjunction, with `ᴴ` for the conjugate transpose, and its proof has one block for each. The first uses `hV.apply` for $\overline{V_{ji}}=V_{ij}$ and turns the denominator round. The second splits into the degenerate and non-degenerate cases. The third merges the two matrix products into one sum and compares them term by term.

## When a generator exists, and which one it is

Suppose that some $S$ solves $[S,H_0]=-V$. For $E_i=E_j$ the entry formula makes the left side zero, so $V_{ij}=0$. The degeneracy condition is therefore necessary, and the generator above shows that it is sufficient.

```lean
/-- For a Hermitian perturbation, a first-order generator exists exactly when the perturbation has
no matrix elements between degenerate levels. -/
theorem solvable_iff (E : n → ℝ) (V : Matrix n n ℂ) (hV : V.IsHermitian) :
    (∃ S, comm S (H0 E) = -V) ↔ ∀ i j, E i = E j → V i j = 0 := by
  constructor
  · rintro ⟨S, hS⟩ i j h
    have h1 := congrFun (congrFun hS i) j
    rw [comm_H0_apply, Matrix.neg_apply, h, sub_self, zero_mul] at h1
    exact (neg_injective h1).symm
  · intro h
    exact ⟨generator E V, (schrieffer_wolff E V hV h).2.1⟩
```

The equation leaves the elements of $S$ between degenerate levels free, because they commute away. Suppose they are chosen to be zero. Every other element is fixed by $(E_i-E_j)S_{ij}=V_{ij}$, and the solution is the generator.

```lean
/-- A solution of the first-order equation that has no elements between degenerate levels
is the Schrieffer-Wolff generator. -/
theorem generator_unique (E : n → ℝ) (V S : Matrix n n ℂ)
    (hS : comm S (H0 E) = -V) (h0 : ∀ i j, E i = E j → S i j = 0) :
    S = generator E V := by
  ext i j
  have h1 := congrFun (congrFun hS i) j
  rw [comm_H0_apply, Matrix.neg_apply] at h1
  have h2 := neg_injective h1
  simp only [generator, Matrix.of_apply]
  by_cases h : E i = E j
  · simp [h, h0 i j h]
  · have h' : (E i : ℂ) - (E j : ℂ) ≠ 0 :=
      sub_ne_zero.mpr fun hc => h (Complex.ofReal_injective hc)
    rw [← h2, mul_div_cancel_left₀ _ h']
```

## The rotated Hamiltonian at second order

Write $e=e^{tS}$ and $f=e^{-tS}$. Their derivatives are $eS$ and $-Sf$, so the product rule gives
$$F'(t)=\bigl(eS(H_0+tV)+eV\bigr)f-e(H_0+tV)Sf
=e\bigl([S,H_0+tV]+V\bigr)f.$$
Because $[S,H_0]=-V$, the bracket reduces to
$$-V+t[S,V]+V=t[S,V].$$

```lean
/-- If the commutator of `S` with `H` is `-V`, then for any matrices `e` and `f` the sum on the left
equals `t` times the commutator of `S` with `V`, placed between `e` and `f`. -/
theorem product_rule_cancellation (e f S H V : Matrix n n ℂ) (t : ℝ)
    (h : comm S H = -V) :
    (e * S * (H + t • V) + e * V) * f + e * (H + t • V) * (-S * f) =
      t • (e * comm S V * f) := by
  have alg : ∀ W : Matrix n n ℂ,
      (e * S * W + e * V) * f + e * W * (-S * f) = e * (S * W + V - W * S) * f := by
    intro W
    noncomm_ring
  have hSH : S * H = H * S - V := by
    have h' : S * H - H * S = -V := h
    rw [sub_eq_iff_eq_add.mp h']
    abel
  -- the terms of order zero in the coupling cancel
  have key : S * (H + t • V) + V - (H + t • V) * S = t • comm S V := by
    rw [comm, mul_add, add_mul, mul_smul_comm, smul_mul_assoc, smul_sub, hSH]
    abel
  rw [alg, key, mul_smul_comm, smul_mul_assoc]

attribute [local instance] Matrix.linftyOpNormedRing Matrix.linftyOpNormedAlgebra
```

This lemma is pure algebra: `e` and `f` are arbitrary matrices in it, and only the equation for $[S,H_0]$ is assumed. In the proof, `alg` collects the three terms between `e` and `f`, and `key` carries out the cancellation. The last line of the code selects a matrix norm, which the library's derivative lemmas for the exponential use; in finite dimension all norms give the same derivative.

Inserting the exponentials gives, at every real $t$ and not only near zero,
$$F'(t)=t\,e^{tS}[S,V]e^{-tS}.$$

```lean
/-- For a Hermitian perturbation without elements between degenerate levels, the derivative of the
rotated Hamiltonian with respect to the coupling is the coupling times the rotated commutator of
generator and perturbation. -/
theorem hasDerivAt_rotated (E : n → ℝ) (V : Matrix n n ℂ) (hV : V.IsHermitian)
    (hdeg : ∀ i j, E i = E j → V i j = 0) (t : ℝ) :
    HasDerivAt (rotated E V)
      (t • (NormedSpace.exp (t • generator E V) * comm (generator E V) V *
        NormedSpace.exp (t • (-generator E V)))) t := by
  have h1 := hasDerivAt_exp_smul_const (generator E V) t
  have h3 := hasDerivAt_exp_smul_const' (-generator E V) t
  have h2 : HasDerivAt (fun u : ℝ => H0 E + u • V) V t :=
    (((hasDerivAt_id' t).smul_const V).const_add (H0 E)).congr_deriv (one_smul _ _)
  exact ((h1.fun_mul h2).fun_mul h3).congr_deriv
    (product_rule_cancellation _ _ _ _ _ t (schrieffer_wolff E V hV hdeg).2.1)
```

In the proof, `h1` and `h3` are the derivatives of the two exponentials and `h2` is that of $H_0+tV$. The product rule joins them, and the preceding lemma rewrites the result.

The derivative has the form $F'(t)=t\,G(t)$ with $G(t)=e^{tS}[S,V]e^{-tS}$. Hence $F'(0)=0$, and
$$F''(0)=G(0)+0\cdot G'(0)=[S,V].$$

```lean
/-- For a Hermitian perturbation without elements between degenerate levels, the second derivative
of the rotated Hamiltonian at zero coupling is the commutator of the generator with the
perturbation. -/
theorem second_derivative_rotated (E : n → ℝ) (V : Matrix n n ℂ) (hV : V.IsHermitian)
    (hdeg : ∀ i j, E i = E j → V i j = 0) :
    HasDerivAt (deriv (rotated E V)) (comm (generator E V) V) 0 := by
  have hd : deriv (rotated E V) = fun t : ℝ =>
      t • (NormedSpace.exp (t • generator E V) * comm (generator E V) V *
        NormedSpace.exp (t • (-generator E V))) := by
    funext t
    have h := (hasDerivAt_rotated E V hV hdeg t).deriv
    exact h
  rw [hd]
  have hG := ((hasDerivAt_exp_smul_const (generator E V) (0 : ℝ)).mul_const
    (comm (generator E V) V)).fun_mul
      (hasDerivAt_exp_smul_const' (-generator E V) (0 : ℝ))
  exact ((hasDerivAt_id' (0 : ℝ)).smul hG).congr_deriv (by simp [NormedSpace.exp_zero])
```

The statement says that the function `deriv (rotated E V)` has derivative $[S,V]$ at zero. Taylor's formula, which the code does not invoke, turns this into
$$F(t)=H_0+\frac{t^2}{2}[S,V]+O(t^3),$$
and this is where the factor one half in the effective Hamiltonian comes from.

The full Schrieffer–Wolff transformation seeks a generator that separates low and high energies order by order. The generator here is the first-order one. In general $\tfrac12[S,V]$ can still connect levels of different energy, and no bound on the remainder is given.

## Exchange in the Hubbard dimer

Take two sites with two electrons of opposite spin. The configurations, numbered as in Lean, are
$$|0\rangle=|{\uparrow},{\downarrow}\rangle,\quad |1\rangle=|{\downarrow},{\uparrow}\rangle,\quad |2\rangle=|{\uparrow\downarrow},0\rangle,\quad |3\rangle=|0,{\uparrow\downarrow}\rangle.$$
A doubly occupied site costs $U$, so the levels are $(0,0,U,U)$.

```lean
/-- Interaction energies of the half-filled Hubbard dimer with zero total spin projection:
two singly occupied configurations, then two with a doubly occupied site. -/
def dimerE (U : ℝ) : Fin 4 → ℝ := ![0, 0, U, U]
```

From here on, $t$ is the hopping amplitude and is contained in $V$; the separate coupling strength is set to one. For the hopping term $-t\sum_\sigma(c^\dagger_{1\sigma}c_{2\sigma}+c^\dagger_{2\sigma}c_{1\sigma})$, order the creation operators by site, and by spin up before spin down on the same site. Then $|0\rangle$ is connected to both doubly occupied configurations with amplitude $-t$, and $|1\rangle$ with amplitude $+t$. The relative sign comes from exchanging fermion operators.

```lean
/-- Hopping of the half-filled Hubbard dimer in the same four configurations. -/
def dimerV (t : ℝ) : Matrix (Fin 4) (Fin 4) ℂ :=
  !![0, 0, -(t : ℂ), -(t : ℂ); 0, 0, (t : ℂ), (t : ℂ);
     -(t : ℂ), (t : ℂ), 0, 0; -(t : ℂ), (t : ℂ), 0, 0]
```

Hopping always changes the number of doubly occupied sites here, so for $U\ne0$ it connects only levels of different energy. The matrix is also real and symmetric. Both hypotheses of the general theorem are therefore met, in a case with two degenerate pairs.

```lean
/-- For nonzero interaction, the hopping of the Hubbard dimer is Hermitian and has no
elements between degenerate levels. -/
theorem dimer_witness (U t : ℝ) (hU : U ≠ 0) :
    (dimerV t).IsHermitian ∧ ∀ i j, dimerE U i = dimerE U j → dimerV t i j = 0 := by
  constructor
  · ext i j
    fin_cases i <;> fin_cases j <;> simp [dimerV, Matrix.conjTranspose_apply]
  · intro i j
    fin_cases i <;> fin_cases j <;> simp [dimerE, dimerV, hU, hU.symm]
```

For singly occupied $i$ and $j$, the intermediate states are $k=2,3$, and each of the two energy denominators contributes $-1/U$. This gives
$$\tfrac12[S,V]_{00}=\tfrac12\cdot2t^2\cdot\left(-\frac2U\right)=-\frac{2t^2}{U},\qquad
\tfrac12[S,V]_{01}=\tfrac12\cdot(-2t^2)\cdot\left(-\frac2U\right)=\frac{2t^2}{U}.$$
For doubly occupied $i$ and $j$, the intermediate states are $k=0,1$ and the denominators change sign. All four elements of that block are then $+2t^2/U$. Elements between the two blocks vanish, since two hops lead back to the block in which they started.

As a numerical instance, take $t=1$ and $U=8$ in the same energy unit. Then $S_{02}=(-1)/(0-8)=1/8$ and $S_{20}=(-1)/(8-0)=-1/8$, as anti-Hermiticity requires. The singly occupied block of $\tfrac12[S,V]$ is
$$\begin{pmatrix}-0.25&0.25\\0.25&-0.25\end{pmatrix}.$$
The normalised state $(|0\rangle-|1\rangle)/\sqrt2$, the singlet, has energy $-0.5$, and the triplet state $(|0\rangle+|1\rangle)/\sqrt2$ has energy $0$. Exact diagonalisation of the four-state Hamiltonian puts the lowest singlet at $4-\sqrt{20}\approx-0.472$, so the second-order value is about six per cent too large in magnitude. In general the second-order splitting is $4t^2/U$, which is the exchange constant $J$ of the two-spin model when its coupling is written $J\,\mathbf S_1\cdot\mathbf S_2$.

The theorem multiplies the matrix by $U$ and so states the result without a quotient:

```lean
/-- For nonzero `U`, half the commutator of generator and hopping in the Hubbard dimer, multiplied
by `U`, is `t ^ 2` times a fixed matrix that does not mix singly and doubly occupied configurations.
-/
theorem dimer_exchange (U t : ℝ) (hU : U ≠ 0) :
    (U : ℂ) • ((1 / 2 : ℂ) • comm (generator (dimerE U) (dimerV t)) (dimerV t)) =
      ((t : ℂ) ^ 2) • !![-2, 2, 0, 0; 2, -2, 0, 0; 0, 0, 2, 2; 0, 0, 2, 2] := by
  have hU' : (U : ℂ) ≠ 0 := Complex.ofReal_ne_zero.mpr hU
  ext i j
  rw [Matrix.smul_apply, Matrix.smul_apply,
    (schrieffer_wolff _ _ (dimer_witness U t hU).1 (dimer_witness U t hU).2).2.2 i j]
  fin_cases i <;> fin_cases j <;>
    simp [dimerE, dimerV, Fin.sum_univ_succ] <;>
    (try field_simp) <;> (try ring)

end

end SchriefferWolffAlgebra
```

The proof replaces each entry of the commutator by the sum over intermediate states from the general theorem, then evaluates the sixteen cases. The condition $U\ne0$ matters in this form too: at $U=0$ the left side is zero, whereas the right side is not unless $t=0$.

## Separating blocks instead of levels

The condition on $V$ is restrictive for larger clusters. In a half-filled chain of three sites, hopping can move a doubly occupied site without changing the interaction energy, and so it connects degenerate levels.

Another formulation divides the basis into a low-energy and a high-energy block and writes $V=V_{\mathrm d}+V_{\mathrm o}$, where $V_{\mathrm d}$ acts within the blocks and $V_{\mathrm o}$ between them. The generator then solves $[S,H_0]=-V_{\mathrm o}$, which requires only that $V_{\mathrm o}$ should not connect equal energies. With the coupling strength set to one, $V_{\mathrm d}$ survives as a first-order term, and the second-order term becomes
$$[S,V_{\mathrm d}]+\tfrac12[S,V_{\mathrm o}].$$
Its first part connects the two blocks, and removing it takes a further, second-order correction to the generator. For the dimer $V_{\mathrm d}=0$, and the two formulations agree.

```lean
#print axioms SchriefferWolffAlgebra.schrieffer_wolff
#print axioms SchriefferWolffAlgebra.generator_unique
#print axioms SchriefferWolffAlgebra.second_derivative_rotated
#print axioms SchriefferWolffAlgebra.dimer_exchange
```

```
'SchriefferWolffAlgebra.schrieffer_wolff' depends on axioms: [propext, Classical.choice, Quot.sound]
'SchriefferWolffAlgebra.generator_unique' depends on axioms: [propext, Classical.choice, Quot.sound]
'SchriefferWolffAlgebra.second_derivative_rotated' depends on axioms: [propext, Classical.choice, Quot.sound]
'SchriefferWolffAlgebra.dimer_exchange' depends on axioms: [propext, Classical.choice, Quot.sound]
```
